# Wilson averages: $2/e$ for exponential acentric intensities, and the larger $4/\sqrt{2\pi e}$ for Gaussian centric amplitudes

Take acentric reflections from an untwinned crystal in Wilson's model, where many randomly placed atoms make the structure factor Gaussian. Let $u$ be the intensity divided by the mean that the model predicts for that reflection, so that $u$ has density $e^{-u}$ on $u\ge 0$. The curve $ue^{-u}$ climbs from zero to height $1/e$ at $u=1$ and then falls back to zero. Its slope is $(1-u)e^{-u}$, so the mean of $|u-1|$ is the total climb plus the total fall, $2/e$.

For centric reflections in the same model, the normalized amplitude $E$, taken with its sign, is real and standard Gaussian, and I believe the mean of $|E^2-1|$ is $4/\sqrt{2\pi e}$. Does the same argument give that value, and is it really different from the acentric one? I would also like to know what happens when several acentric intensities are averaged, as in a twin with equal domains. Can all of this be derived carefully and checked by machine in Lean?

## Twice the height of a peak

Yes, and the climb-and-fall argument handles every case. Suppose $G$ is continuously differentiable, $G(0)=0$, $G(x)\to 0$ as $x\to\infty$, and $G$ rises on $[0,1]$ and falls beyond $1$. Then

$$\int_0^\infty |G'(x)|\,dx=\int_0^1 G'(x)\,dx-\int_1^\infty G'(x)\,dx = G(1)+G(1)=2G(1).$$

With $G(u)=ue^{-u}$ this is the acentric value $2/e\approx 0.736$.

For the centric average, take $G(x)=xe^{-x^2/2}$. Its derivative is $(1-x^2)e^{-x^2/2}$, which changes sign at $x=1$ on the positive half-line. The integral of $|G'|$ over that half-line is therefore $2e^{-1/2}$. The integrand is even in $E$, so the full line gives twice as much:

$$\langle |E^2-1|\rangle=\frac{2\cdot 2e^{-1/2}}{\sqrt{2\pi}}=\frac{4}{\sqrt{2\pi e}}\approx 0.968.$$

The two values differ. The inequality $2/e<4/\sqrt{2\pi e}$ is equivalent to $\sqrt{2\pi e}<2e$, and after squaring to $\pi<2e$. This holds because $\pi<4$ and $e>2$.

## Averaging independent acentric intensities

Let $s$ be the sum of $m+1$ independent acentric intensities, with $m\ge 0$, and let $f_m$ be its density. Then $f_0(s)=e^{-s}$, and adding one more intensity is a convolution. If $f_m(s)=s^me^{-s}/m!$, then

$$f_{m+1}(s)=\int_0^s \frac{v^m e^{-v}}{m!}\,e^{-(s-v)}\,dv=\frac{e^{-s}}{m!}\int_0^s v^m\,dv=\frac{s^{m+1}e^{-s}}{(m+1)!},$$

so the formula holds for every $m$ by induction.

Write $n=m+1$. The average $u=s/n$ has density

$$p_m(u)=n f_m(nu)=\frac{n^{n}u^m e^{-nu}}{m!}.$$

Now choose $G(u)=u^n e^{-nu}$, for which $G'(u)=n u^m(1-u)e^{-nu}$. Comparing constants gives $|u-1|\,p_m(u)=\frac{n^n}{n!}|G'(u)|$ for $u>0$. Since $G(1)=e^{-n}$, the mean deviation is

$$D_m=\int_0^\infty |u-1|\,p_m(u)\,du=\frac{2n^n e^{-n}}{n!}.$$

The case $m=0$ returns $2/e$, and two equal domains, $m=1$, give $4/e^2\approx 0.541$. One further intensity changes the value by the factor

$$\frac{D_{m+1}}{D_m}=\frac{1}{e}\left(1+\frac1n\right)^n<1,$$

because $1+1/n<e^{1/n}$. The mean deviation therefore falls strictly with each added intensity.

## Densities and averages in Lean

`sumDensity m s` is $f_m(s)$, defined by the repeated convolution and not by its closed form. `twinDensity m u` is $p_m(u)$, with the factor $m+1$ that comes from rescaling a sum to an average. `twinDeviation m` is $D_m$, an integral over `Ioi (0 : ℝ)`, the open positive half-line. The index starts at zero, so `m = 0` means a single intensity and `m = 1` means two domains.

The theorem `wilson_averages` has three parts: the acentric integral equals $2/e$, the centric integral equals $4/\sqrt{2\pi e}$, and the first number is strictly smaller than the second. The centric integral runs over all real `E`, with the Gaussian normalization $1/\sqrt{2\pi}$ written out. `twinDeviation_eq` gives $D_m$ for every natural number $m$, and `twinDeviation_strictAnti` says that $D_m$ is strictly decreasing.

The two Wilson densities are inputs here. They stand for a structure factor built from many independent atomic contributions with random phases: a complex Gaussian in the acentric case, and, once a fixed phase factor is removed, a real one when symmetry restricts the phase to two opposite values. Their derivation from a random arrangement of atoms is not covered. Independence enters through the convolution, without random variables on a probability space. The twin model also assumes equal domain volumes and independent intensities from the superposed reflections, and it leaves out measurement error and centric twins. All parts of the crystal with the same orientation count as one domain.

For simulated diffraction data, the formulas supply reference values for the mean deviation, provided that the normalized intensities follow these ideal noise-free distributions.

```lean
import Mathlib

open MeasureTheory Set Filter
open scoped Real Topology

namespace WilsonStatistics

noncomputable section

/-- Probability density at `s ≥ 0` of the sum of `m + 1` independent acentric intensities, each
with density `exp (-u)` on `u ≥ 0`, built by repeated convolution. -/
def sumDensity : ℕ → ℝ → ℝ
  | 0, s => Real.exp (-s)
  | m + 1, s => ∫ v in (0 : ℝ)..s, sumDensity m v * Real.exp (-(s - v))

/-- Probability density at `u ≥ 0` of the average of `m + 1` independent acentric intensities,
as for a twin with `m + 1` domains of equal volume. -/
def twinDensity (m : ℕ) (u : ℝ) : ℝ :=
  ((m : ℝ) + 1) * sumDensity m (((m : ℝ) + 1) * u)

/-- Mean of `|u - 1|` for the average `u` of `m + 1` independent acentric intensities. -/
def twinDeviation (m : ℕ) : ℝ :=
  ∫ u in Ioi (0 : ℝ), |u - 1| * twinDensity m u

/-- If `G` is continuously differentiable, vanishes at zero and at `+∞`, rises on `[0, 1]` and falls
beyond `1`, then the integral of `|G'|` over the positive half-line is twice the peak height `G 1`.
-/
theorem integral_abs_deriv_of_peak {G g : ℝ → ℝ} (hG : ∀ x, HasDerivAt G (g x) x)
    (hc : Continuous g) (hup : ∀ x, 0 ≤ x → x ≤ 1 → 0 ≤ g x) (hdown : ∀ x, 1 ≤ x → g x ≤ 0)
    (h0 : G 0 = 0) (hlim : Tendsto G atTop (𝓝 0)) :
    ∫ x in Ioi (0 : ℝ), |g x| = 2 * G 1 := by
  have hint : IntegrableOn g (Ioi (1 : ℝ)) :=
    integrableOn_Ioi_deriv_of_nonpos' (fun x _ => hG x)
      (fun x hx => hdown x (mem_Ioi.mp hx).le) hlim
  -- the falling side
  have htail : ∫ x in Ioi (1 : ℝ), |g x| = G 1 := by
    have h : ∫ x in Ioi (1 : ℝ), g x = 0 - G 1 :=
      integral_Ioi_of_hasDerivAt_of_nonpos' (fun x _ => hG x)
        (fun x hx => hdown x (mem_Ioi.mp hx).le) hlim
    have e : ∫ x in Ioi (1 : ℝ), |g x| = ∫ x in Ioi (1 : ℝ), -g x :=
      setIntegral_congr_fun measurableSet_Ioi
        (fun x hx => abs_of_nonpos (hdown x (mem_Ioi.mp hx).le))
    rw [e, integral_neg, h]
    ring
  -- the rising side
  have hcore : ∫ x in Ioc (0 : ℝ) 1, |g x| = G 1 := by
    have e : ∫ x in Ioc (0 : ℝ) 1, |g x| = ∫ x in Ioc (0 : ℝ) 1, g x :=
      setIntegral_congr_fun measurableSet_Ioc
        (fun x hx => abs_of_nonneg (hup x hx.1.le hx.2))
    rw [e, ← intervalIntegral.integral_of_le zero_le_one,
      intervalIntegral.integral_eq_sub_of_hasDerivAt (fun x _ => hG x)
        (hc.intervalIntegrable 0 1), h0, sub_zero]
  rw [← Ioc_union_Ioi_eq_Ioi (zero_le_one' ℝ),
    setIntegral_union (Ioc_disjoint_Ioi le_rfl) measurableSet_Ioi
      hc.abs.integrableOn_Ioc (Integrable.abs hint), hcore, htail]
  ring

/-- The sum of `m + 1` independent acentric intensities has density `s ^ m exp (-s) / m!` at
`s ≥ 0`. As an identity for the function `sumDensity m`, the formula holds at every real `s`. -/
theorem sumDensity_eq (m : ℕ) (s : ℝ) :
    sumDensity m s = s ^ m / (m.factorial : ℝ) * Real.exp (-s) := by
  induction m generalizing s with
  | zero => simp [sumDensity]
  | succ m ih =>
    change (∫ v in (0 : ℝ)..s, sumDensity m v * Real.exp (-(s - v))) = _
    -- the exponentials combine and leave a monomial
    have hv : ∀ v, sumDensity m v * Real.exp (-(s - v))
        = Real.exp (-s) / (m.factorial : ℝ) * v ^ m := by
      intro v
      have h : Real.exp (-v) * Real.exp (-(s - v)) = Real.exp (-s) := by
        rw [← Real.exp_add]
        congr 1
        ring
      rw [ih]
      linear_combination (v ^ m / (m.factorial : ℝ)) * h
    simp only [hv]
    rw [intervalIntegral.integral_const_mul, integral_pow, zero_pow (Nat.succ_ne_zero m),
      sub_zero, Nat.factorial_succ]
    push_cast
    field_simp

/-- The average `u` of `m + 1` independent acentric intensities has mean deviation
`⟨|u - 1|⟩ = 2 (m + 1) ^ (m + 1) exp (-(m + 1)) / (m + 1)!`. -/
theorem twinDeviation_eq (m : ℕ) :
    twinDeviation m = 2 * ((m : ℝ) + 1) ^ (m + 1) / ((m + 1).factorial : ℝ)
      * Real.exp (-((m : ℝ) + 1)) := by
  have hpeak : ∫ u in Ioi (0 : ℝ),
      |(1 - u) * (((m : ℝ) + 1) * u ^ m * Real.exp (-((m : ℝ) + 1) * u))|
      = 2 * ((1 : ℝ) ^ (m + 1) * Real.exp (-((m : ℝ) + 1) * 1)) := by
    refine integral_abs_deriv_of_peak
      (G := fun u => u ^ (m + 1) * Real.exp (-((m : ℝ) + 1) * u)) ?_ (by fun_prop) ?_ ?_
      (by simp) ?_
    · intro u
      have hp : HasDerivAt (fun x : ℝ => x ^ (m + 1)) (((m : ℝ) + 1) * u ^ m) u := by
        simpa using hasDerivAt_pow (m + 1) u
      have he := ((hasDerivAt_id' u).const_mul (-((m : ℝ) + 1))).exp
      refine (hp.fun_mul he).congr_deriv ?_
      ring
    · intro u h0 h1
      exact mul_nonneg (by linarith) (by positivity)
    · intro u h1
      have h0 : 0 ≤ u := by linarith
      exact mul_nonpos_of_nonpos_of_nonneg (by linarith) (by positivity)
    · refine squeeze_zero' ?_ ?_ (Real.tendsto_pow_mul_exp_neg_atTop_nhds_zero (m + 1))
      · filter_upwards [eventually_ge_atTop (0 : ℝ)] with u hu
        positivity
      · filter_upwards [eventually_ge_atTop (0 : ℝ)] with u hu
        have hm : 0 ≤ (m : ℝ) * u := by positivity
        exact mul_le_mul_of_nonneg_left (Real.exp_le_exp.mpr (by linarith)) (by positivity)
  have hK : ((m : ℝ) + 1) ^ (m + 1) / ((m + 1).factorial : ℝ) * ((m : ℝ) + 1)
      = ((m : ℝ) + 1) ^ (m + 1) / (m.factorial : ℝ) := by
    rw [Nat.factorial_succ]
    push_cast
    field_simp
  have e : twinDeviation m = ∫ u in Ioi (0 : ℝ),
      ((m : ℝ) + 1) ^ (m + 1) / ((m + 1).factorial : ℝ) *
      |(1 - u) * (((m : ℝ) + 1) * u ^ m * Real.exp (-((m : ℝ) + 1) * u))| := by
    refine setIntegral_congr_fun measurableSet_Ioi (fun u hu => ?_)
    have h0 : 0 < u := hu
    have hw : 0 ≤ ((m : ℝ) + 1) * u ^ m * Real.exp (-((m : ℝ) + 1) * u) := by positivity
    simp only [twinDensity]
    rw [sumDensity_eq, abs_mul, abs_sub_comm 1 u, abs_of_nonneg hw, mul_pow, neg_mul]
    linear_combination (-(|u - 1| * u ^ m * Real.exp (-(((m : ℝ) + 1) * u)))) * hK
  rw [e, integral_const_mul, hpeak, one_pow, mul_one]
  ring

/-- For a standard Gaussian amplitude `E`, the centric Wilson average of `|E² - 1|` is
`4 / √(2πe)`. -/
theorem centric_deviation :
    ∫ E : ℝ, |E ^ 2 - 1| * (Real.exp (-(E ^ 2 / 2)) / √(2 * π))
      = 4 / √(2 * π * Real.exp 1) := by
  have hpeak : ∫ x in Ioi (0 : ℝ), |(1 - x ^ 2) * Real.exp (-(x ^ 2 / 2))|
      = 2 * (1 * Real.exp (-((1 : ℝ) ^ 2 / 2))) := by
    refine integral_abs_deriv_of_peak (G := fun x => x * Real.exp (-(x ^ 2 / 2)))
      ?_ (by fun_prop) ?_ ?_ (by simp) ?_
    · intro x
      have hi : HasDerivAt (fun y : ℝ => -(y ^ 2 / 2)) (-x) x :=
        ((hasDerivAt_pow 2 x).div_const 2).fun_neg.congr_deriv (by norm_num)
      refine ((hasDerivAt_id' x).fun_mul hi.exp).congr_deriv ?_
      ring
    · intro x h0 h1
      exact mul_nonneg (by nlinarith) (Real.exp_pos _).le
    · intro x h1
      exact mul_nonpos_of_nonpos_of_nonneg (by nlinarith) (Real.exp_pos _).le
    · refine squeeze_zero' ?_ ?_ (Real.tendsto_pow_mul_exp_neg_atTop_nhds_zero 1)
      · filter_upwards [eventually_ge_atTop (0 : ℝ)] with x hx
        positivity
      · filter_upwards [eventually_ge_atTop (2 : ℝ)] with x hx
        rw [pow_one]
        exact mul_le_mul_of_nonneg_left (Real.exp_le_exp.mpr (by nlinarith)) (by linarith)
  -- the integrand is even in the amplitude
  have e : ∫ E : ℝ, |E ^ 2 - 1| * (Real.exp (-(E ^ 2 / 2)) / √(2 * π))
      = ∫ E : ℝ, (fun x : ℝ => (√(2 * π))⁻¹ *
          |(1 - x ^ 2) * Real.exp (-(x ^ 2 / 2))|) |E| := by
    refine integral_congr_ae (Eventually.of_forall fun E => ?_)
    simp only [sq_abs]
    rw [abs_mul, abs_sub_comm 1 (E ^ 2), abs_of_pos (Real.exp_pos _)]
    ring
  have e2 : ∫ E : ℝ, |E ^ 2 - 1| * (Real.exp (-(E ^ 2 / 2)) / √(2 * π))
      = 2 * ∫ x in Ioi (0 : ℝ), (√(2 * π))⁻¹ *
          |(1 - x ^ 2) * Real.exp (-(x ^ 2 / 2))| :=
    e.trans (integral_comp_abs (f := fun x : ℝ => (√(2 * π))⁻¹ *
      |(1 - x ^ 2) * Real.exp (-(x ^ 2 / 2))|))
  have hpi : (0 : ℝ) ≤ 2 * π := by positivity
  rw [e2, integral_const_mul, hpeak, Real.sqrt_mul hpi (Real.exp 1), ← Real.exp_half,
    one_pow, Real.exp_neg]
  ring

/-- The acentric Wilson average of `|u - 1|` is `2 / e`, the centric average of `|E² - 1|` is
`4 / √(2πe)`, and the acentric value is strictly smaller. -/
theorem wilson_averages :
    (∫ u in Ioi (0 : ℝ), |u - 1| * Real.exp (-u)) = 2 / Real.exp 1 ∧
    (∫ E : ℝ, |E ^ 2 - 1| * (Real.exp (-(E ^ 2 / 2)) / √(2 * π)))
      = 4 / √(2 * π * Real.exp 1) ∧
    2 / Real.exp 1 < 4 / √(2 * π * Real.exp 1) := by
  refine ⟨?_, centric_deviation, ?_⟩
  · have h : (∫ u in Ioi (0 : ℝ), |u - 1| * Real.exp (-u)) = twinDeviation 0 := by
      simp [twinDeviation, twinDensity, sumDensity]
    rw [h, twinDeviation_eq]
    simp [Real.exp_neg, div_eq_mul_inv]
  · -- the comparison reduces to π < 2e
    have he : 2 < Real.exp 1 := by
      have := Real.add_one_lt_exp (one_ne_zero : (1 : ℝ) ≠ 0)
      linarith
    have hs : √(2 * π * Real.exp 1) < 2 * Real.exp 1 := by
      rw [Real.sqrt_lt' (by positivity)]
      nlinarith [Real.pi_lt_four, Real.exp_pos 1]
    rw [div_lt_div_iff₀ (Real.exp_pos 1) (by positivity)]
    linarith

/-- Each further independent acentric intensity in an equal-weight average strictly lowers the
mean deviation `⟨|u - 1|⟩`. -/
theorem twinDeviation_strictAnti : StrictAnti twinDeviation := by
  refine strictAnti_nat_of_succ_lt fun m => ?_
  have hn : (0 : ℝ) < (m : ℝ) + 1 := by positivity
  -- (1 + 1/n)^n < e with n = m + 1
  have key : ((m : ℝ) + 2) ^ (m + 1) < ((m : ℝ) + 1) ^ (m + 1) * Real.exp 1 := by
    have h1 := Real.add_one_lt_exp (one_div_pos.mpr hn).ne'
    have h2 : (m : ℝ) + 2 < ((m : ℝ) + 1) * Real.exp (1 / ((m : ℝ) + 1)) := by
      have h3 := mul_lt_mul_of_pos_left h1 hn
      have h4 : ((m : ℝ) + 1) * (1 / ((m : ℝ) + 1)) = 1 := mul_one_div_cancel hn.ne'
      linarith
    have h5 := pow_lt_pow_left₀ h2 (by positivity) (Nat.succ_ne_zero m)
    have h6 : Real.exp (1 / ((m : ℝ) + 1)) ^ (m + 1) = Real.exp 1 := by
      rw [← Real.exp_nat_mul]
      congr 1
      push_cast
      exact mul_one_div_cancel hn.ne'
    rwa [Nat.succ_eq_add_one, mul_pow, h6] at h5
  have hc : ((m + 1 : ℕ) : ℝ) + 1 = (m : ℝ) + 2 := by
    push_cast
    ring
  have hf : ((m + 1 + 1).factorial : ℝ) = ((m : ℝ) + 2) * ((m + 1).factorial : ℝ) := by
    rw [Nat.factorial_succ (m + 1), Nat.cast_mul, Nat.cast_succ, hc]
  have he : Real.exp (-((m : ℝ) + 1)) = Real.exp (-((m : ℝ) + 2)) * Real.exp 1 := by
    rw [← Real.exp_add]
    congr 1
    ring
  have hC : 0 < 2 / ((m + 1).factorial : ℝ) * Real.exp (-((m : ℝ) + 2)) := by positivity
  rw [twinDeviation_eq, twinDeviation_eq, hc, hf, he]
  calc 2 * ((m : ℝ) + 2) ^ (m + 1 + 1) / (((m : ℝ) + 2) * ((m + 1).factorial : ℝ))
        * Real.exp (-((m : ℝ) + 2))
      = 2 / ((m + 1).factorial : ℝ) * Real.exp (-((m : ℝ) + 2))
        * ((m : ℝ) + 2) ^ (m + 1) := by
        rw [pow_succ ((m : ℝ) + 2) (m + 1)]
        field_simp
    _ < 2 / ((m + 1).factorial : ℝ) * Real.exp (-((m : ℝ) + 2))
        * (((m : ℝ) + 1) ^ (m + 1) * Real.exp 1) := mul_lt_mul_of_pos_left key hC
    _ = _ := by ring

end

end WilsonStatistics
```

```lean
#print axioms WilsonStatistics.wilson_averages
-- 'WilsonStatistics.wilson_averages' depends on axioms: [propext, Classical.choice, Quot.sound]
#print axioms WilsonStatistics.twinDeviation_strictAnti
-- 'WilsonStatistics.twinDeviation_strictAnti' depends on axioms: [propext, Classical.choice, Quot.sound]
```

## Signs, decay and constants in the proof

`integral_abs_deriv_of_peak` is the climb-and-fall argument. It splits the half-line at $1$ and uses the sign of `g`, the derivative of `G`, to remove the absolute value on each side. The fundamental theorem of calculus then gives `G 1` twice. On the unbounded side, the fixed sign of the derivative together with the limit of `G` also supplies integrability.

`sumDensity_eq` is the induction on the convolution. The step `hv` combines the two exponentials into $e^{-s}$, which leaves the integral of $v^m$. The induction is stated for all `s`, since the hypothesis is needed at the integration variable `v`.

In `twinDeviation_eq`, the step `hpeak` applies the peak lemma to $u^{m+1}e^{-(m+1)u}$. Its four substantial obligations are the derivative, the two signs and the decay at infinity. Decay follows by comparison with $u^{m+1}e^{-u}$, which is at least as large for $u\ge 0$. The identity `hK` matches the factorials, and `e` rewrites the mean deviation as a constant times the integral in `hpeak`.

`centric_deviation` follows the same pattern with $xe^{-x^2/2}$. For $x\ge 2$ we have $x^2/2\ge x$, so this function is bounded by $xe^{-x}$ and tends to zero. The evenness step is `integral_comp_abs`, which turns an integral of a function of $|E|$ over the line into twice the half-line integral.

`wilson_averages` obtains its acentric part by identifying the integral with `twinDeviation 0`. For the comparison, it proves $\sqrt{2\pi e}<2e$ from $\pi<4$ and $e>2$, then clears the positive denominators.

For `twinDeviation_strictAnti` it is enough to compare neighbouring values of `m`. The inequality `key` is $(m+2)^{m+1}<(m+1)^{m+1}e$, obtained by multiplying $1+1/n<e^{1/n}$ by $n=m+1$ and raising both sides to the power $n$. The closing `calc` block multiplies `key` by the positive factor common to $D_{m+1}$ and $D_m$.
